# Below the Nyquist frequency, the trapezoidal rule gives a damped oscillator the Lorentz response at a warped frequency

A bound charge with displacement x and velocity v obeys x' = v and v' = E − g v − w0² x, where g is the damping rate, w0 the resonance frequency and E the driving force per unit mass. Time advances in steps of length h, a harmonic field of angular frequency w is sampled as E_n = exp(−i w n h), and W = (2/h) tan(w h/2) is called the warped frequency.

```lean
import Mathlib

open Filter Topology

namespace TrapezoidalLorentz

noncomputable section

/-- The trapezoidal rule with step `h` for `x' = v`, `v' = E - g v - w0² x`. -/
def IsTrapezoidal (g w0 h : ℝ) (E x v : ℕ → ℂ) : Prop :=
  ∀ n, x (n + 1) - x n = h / 2 * (v (n + 1) + v n) ∧
    v (n + 1) - v n = h / 2 * ((E (n + 1) - g * v (n + 1) - w0 ^ 2 * x (n + 1)) +
      (E n - g * v n - w0 ^ 2 * x n))

/-- The harmonic field `exp(-i w n h)` sampled at the time steps. -/
def drive (w h : ℝ) (n : ℕ) : ℂ := Complex.exp (-Complex.I * w * n * h)

/-- The warped frequency `W = (2/h) tan(w h/2)`. -/
def warped (w h : ℝ) : ℝ := 2 / h * Real.tan (w * h / 2)

/-- The response of the continuous Lorentz oscillator at frequency `W`. -/
def lorentzResponse (g w0 W : ℝ) : ℂ := 1 / (w0 ^ 2 - W ^ 2 - Complex.I * g * W)

/-- The oscillator energy per unit mass, `(|v|² + w0² |x|²)/2`. -/
def energy (w0 : ℝ) (x v : ℂ) : ℝ := (‖v‖ ^ 2 + w0 ^ 2 * ‖x‖ ^ 2) / 2

/-- One time step multiplies the harmonic field by a fixed phase factor. -/
theorem drive_succ (w h : ℝ) (n : ℕ) :
    drive w h (n + 1) = drive w h 1 * drive w h n := by
  unfold drive
  rw [← Complex.exp_add]
  congr 1
  push_cast
  ring

/-- For `|w| h < π`, on the harmonic field the trapezoidal difference quotient acts as
multiplication by `-i W`, and the two-step average does not vanish. -/
theorem difference_symbol {w h : ℝ} (hh : 0 < h) (hw : |w| * h < Real.pi) :
    drive w h 1 + 1 ≠ 0 ∧
      2 * (drive w h 1 - 1) = -(Complex.I * warped w h * h) * (drive w h 1 + 1) := by
  have habs : |w * h| < Real.pi := by rwa [abs_mul, abs_of_pos hh]
  obtain ⟨h1, h2⟩ := abs_lt.mp habs
  have hcos : Real.cos (w * h / 2) ≠ 0 :=
    (Real.cos_pos_of_mem_Ioo ⟨by linarith, by linarith⟩).ne'
  have hWr : warped w h * h * Real.cos (w * h / 2) = 2 * Real.sin (w * h / 2) := by
    unfold warped
    rw [Real.tan_eq_sin_div_cos]
    generalize Real.cos (w * h / 2) = c at hcos ⊢
    generalize Real.sin (w * h / 2) = s
    field_simp
  have hsr := Real.cos_sq_add_sin_sq (w * h / 2)
  -- the phase factor is the square of the half-angle phase
  have hz : drive w h 1 = ((Real.cos (w * h / 2) : ℂ) -
      (Real.sin (w * h / 2) : ℂ) * Complex.I) ^ 2 := by
    have he : Complex.exp (-((w * h / 2 : ℝ) : ℂ) * Complex.I) =
        Complex.cos ((w * h / 2 : ℝ) : ℂ) - Complex.sin ((w * h / 2 : ℝ) : ℂ) * Complex.I := by
      rw [Complex.exp_mul_I, Complex.cos_neg, Complex.sin_neg]
      ring
    rw [Complex.ofReal_cos, Complex.ofReal_sin, ← he, sq, ← Complex.exp_add]
    unfold drive
    congr 1
    push_cast
    ring
  generalize Real.cos (w * h / 2) = c at *
  generalize Real.sin (w * h / 2) = s at *
  have hW : (warped w h : ℂ) * h * c = 2 * s := by exact_mod_cast hWr
  have hs : (c : ℂ) ^ 2 + (s : ℂ) ^ 2 = 1 := by exact_mod_cast hsr
  have hc : (c : ℂ) ≠ 0 := by exact_mod_cast hcos
  have hu : (c : ℂ) - s * Complex.I ≠ 0 := by
    intro h0
    rw [h0] at hz
    exact Complex.exp_ne_zero _ (hz.trans (by norm_num))
  have hp : drive w h 1 + 1 = 2 * c * (c - s * Complex.I) := by
    rw [hz]
    linear_combination (-1 : ℂ) * hs + (s : ℂ) ^ 2 * Complex.I_sq
  have hm : drive w h 1 - 1 = -2 * Complex.I * s * (c - s * Complex.I) := by
    rw [hz]
    linear_combination hs - (s : ℂ) ^ 2 * Complex.I_sq
  refine ⟨?_, ?_⟩
  · rw [hp]
    exact mul_ne_zero (mul_ne_zero two_ne_zero hc) hu
  · rw [hp, hm]
    linear_combination 2 * Complex.I * (c - s * Complex.I) * hW

/-- The denominator of the damped Lorentz response has no zero at real frequency. -/
theorem denominator_ne_zero {g w0 : ℝ} (hg : 0 < g) (hw0 : 0 < w0) (W : ℝ) :
    (w0 : ℂ) ^ 2 - W ^ 2 - Complex.I * g * W ≠ 0 := by
  intro h0
  have e : ((w0 ^ 2 - W ^ 2 : ℝ) : ℂ) + ((-(g * W) : ℝ) : ℂ) * Complex.I = 0 := by
    rw [← h0]
    push_cast
    ring
  have hr := congrArg Complex.re e
  have hi := congrArg Complex.im e
  simp only [Complex.add_re, Complex.ofReal_re, Complex.re_ofReal_mul, Complex.I_re,
    mul_zero, add_zero, Complex.zero_re] at hr
  simp only [Complex.add_im, Complex.ofReal_im, Complex.im_ofReal_mul, Complex.I_im,
    mul_one, zero_add, Complex.zero_im] at hi
  have hgW : g * W = 0 := by linarith
  have hW : W = 0 := (mul_eq_zero.mp hgW).resolve_left hg.ne'
  rw [hW] at hr
  have := pow_pos hw0 2
  linarith

/-- For `|w| h < π`, sequences proportional to the harmonic field solve the trapezoidal equations
exactly when the amplitude of `x` is the Lorentz response at the warped frequency `W` and the
amplitude of `v` is `-i W` times it. -/
theorem harmonic_solution_iff {g w0 h w : ℝ} (hg : 0 < g) (hw0 : 0 < w0) (hh : 0 < h)
    (hw : |w| * h < Real.pi) (X V : ℂ) :
    IsTrapezoidal g w0 h (drive w h) (fun n => X * drive w h n) (fun n => V * drive w h n) ↔
      X = lorentzResponse g w0 (warped w h) ∧ V = -(Complex.I * warped w h) * X := by
  obtain ⟨hz, hc⟩ := difference_symbol hh hw
  have hD := denominator_ne_zero hg hw0 (warped w h)
  have hne : (h : ℂ) * (drive w h 1 + 1) ≠ 0 :=
    mul_ne_zero (by exact_mod_cast hh.ne') hz
  unfold lorentzResponse
  rw [eq_div_iff hD]
  constructor
  · intro H
    obtain ⟨h1, h2⟩ := H 0
    have hd0 : drive w h 0 = 1 := by simp [drive]
    simp only [zero_add, hd0, mul_one] at h1 h2
    -- cancel the common factor h (z + 1) in both equations
    have hV : V = -(Complex.I * warped w h) * X := by
      apply mul_left_cancel₀ hne
      linear_combination X * hc - 2 * h1
    have hb : 1 - g * V - w0 ^ 2 * X = -(Complex.I * warped w h) * V := by
      apply mul_left_cancel₀ hne
      linear_combination V * hc - 2 * h2
    refine ⟨?_, hV⟩
    rw [hV] at hb
    linear_combination (-1 : ℂ) * hb - (warped w h : ℂ) ^ 2 * X * Complex.I_sq
  · rintro ⟨hX, hV⟩ n
    have hb : 1 - g * V - w0 ^ 2 * X = -(Complex.I * warped w h) * V := by
      rw [hV]
      linear_combination (-1 : ℂ) * hX - (warped w h : ℂ) ^ 2 * X * Complex.I_sq
    simp only [drive_succ w h n]
    constructor
    · linear_combination X / 2 * drive w h n * hc -
        h / 2 * (drive w h 1 + 1) * drive w h n * hV
    · linear_combination V / 2 * drive w h n * hc -
        h / 2 * (drive w h 1 + 1) * drive w h n * hb

/-- For positive frequencies with `w h < π` the warped frequency exceeds the true one. -/
theorem lt_warped {w h : ℝ} (hh : 0 < h) (hw : 0 < w) (hwh : w * h < Real.pi) :
    w < warped w h := by
  have ht : w * h / 2 < Real.tan (w * h / 2) := Real.lt_tan (by positivity) (by linarith)
  calc w = 2 / h * (w * h / 2) := by field_simp
    _ < warped w h := mul_lt_mul_of_pos_left ht (by positivity)

/-- At `w h = π` the only solution proportional to the harmonic field is zero. -/
theorem nyquist_solution_iff {w h : ℝ} (g w0 : ℝ) (hwh : w * h = Real.pi) (X V : ℂ) :
    IsTrapezoidal g w0 h (drive w h) (fun n => X * drive w h n) (fun n => V * drive w h n) ↔
      X = 0 ∧ V = 0 := by
  have hz : drive w h 1 = -1 := by
    have hc : (w : ℂ) * h = Real.pi := by exact_mod_cast hwh
    have he : -Complex.I * w * (1 : ℕ) * h = -(Real.pi * Complex.I) := by
      push_cast
      linear_combination -Complex.I * hc
    unfold drive
    rw [he, Complex.exp_neg, Complex.exp_pi_mul_I]
    norm_num
  constructor
  · intro H
    obtain ⟨h1, h2⟩ := H 0
    have hd0 : drive w h 0 = 1 := by simp [drive]
    simp only [zero_add, hd0, hz, mul_one] at h1 h2
    exact ⟨by linear_combination (-1 / 2 : ℂ) * h1, by linear_combination (-1 / 2 : ℂ) * h2⟩
  · rintro ⟨rfl, rfl⟩ n
    simp only [drive_succ w h n, hz]
    constructor <;> ring

/-- Without a field, each step changes the energy by `-(h g/4) |v_{n+1} + v_n|²`. -/
theorem energy_step {g w0 h : ℝ} {x v : ℕ → ℂ}
    (H : IsTrapezoidal g w0 h (fun _ => 0) x v) (n : ℕ) :
    energy w0 (x (n + 1)) (v (n + 1)) =
      energy w0 (x n) (v n) - h * g / 4 * ‖v (n + 1) + v n‖ ^ 2 := by
  obtain ⟨h1, h2⟩ := H n
  have a : x (n + 1) - x n = ((h / 2 : ℝ) : ℂ) * (v (n + 1) + v n) := by
    push_cast
    linear_combination h1
  have b : v (n + 1) - v n = ((h / 2 : ℝ) : ℂ) *
      (-((g : ℂ) * (v (n + 1) + v n) + ((w0 ^ 2 : ℝ) : ℂ) * (x (n + 1) + x n))) := by
    push_cast
    linear_combination h2
  have ar := congrArg Complex.re a
  have ai := congrArg Complex.im a
  have br := congrArg Complex.re b
  have bi := congrArg Complex.im b
  simp only [Complex.sub_re, Complex.add_re, Complex.neg_re, Complex.re_ofReal_mul] at ar br
  simp only [Complex.sub_im, Complex.add_im, Complex.neg_im, Complex.im_ofReal_mul] at ai bi
  simp only [energy, Complex.sq_norm, Complex.normSq_apply, Complex.add_re, Complex.add_im]
  linear_combination ((v (n + 1)).re + (v n).re) / 2 * br +
    ((v (n + 1)).im + (v n).im) / 2 * bi +
    w0 ^ 2 / 2 * ((x (n + 1)).re + (x n).re) * ar +
    w0 ^ 2 / 2 * ((x (n + 1)).im + (x n).im) * ai

/-- Without a field, and with positive `g` and `w0`, position and velocity tend to zero for every
positive step size. -/
theorem transient_decay {g w0 h : ℝ} (hg : 0 < g) (hw0 : 0 < w0) (hh : 0 < h)
    {x v : ℕ → ℂ} (H : IsTrapezoidal g w0 h (fun _ => 0) x v) :
    Tendsto x atTop (𝓝 0) ∧ Tendsto v atTop (𝓝 0) := by
  -- the energy decreases and is bounded below, so its losses tend to zero
  have hanti : Antitone (fun n => energy w0 (x n) (v n)) := by
    apply antitone_nat_of_succ_le
    intro n
    have hpos : 0 ≤ h * g / 4 * ‖v (n + 1) + v n‖ ^ 2 := by positivity
    have := energy_step H n
    linarith
  have hbdd : BddBelow (Set.range (fun n => energy w0 (x n) (v n))) := by
    refine ⟨0, ?_⟩
    rintro _ ⟨n, rfl⟩
    simp only [energy]
    positivity
  have hl := tendsto_atTop_ciInf hanti hbdd
  have hloss := (hl.sub (hl.comp (tendsto_add_atTop_nat 1))).const_mul (4 / (h * g))
  rw [sub_self, mul_zero] at hloss
  have hsq : Tendsto (fun n => ‖v (n + 1) + v n‖ ^ 2) atTop (𝓝 0) := by
    refine hloss.congr (fun n => ?_)
    change 4 / (h * g) * (energy w0 (x n) (v n) - energy w0 (x (n + 1)) (v (n + 1))) = _
    rw [energy_step H n]
    field_simp
    ring
  have hs : Tendsto (fun n => v (n + 1) + v n) atTop (𝓝 0) := by
    have hr := hsq.sqrt
    simp only [Real.sqrt_sq (norm_nonneg _), Real.sqrt_zero] at hr
    exact tendsto_zero_iff_norm_tendsto_zero.mpr hr
  have hs1 : Tendsto (fun n => v (n + 1 + 1) + v (n + 1)) atTop (𝓝 0) :=
    hs.comp (tendsto_add_atTop_nat 1)
  have hne : 4 * (w0 : ℂ) ^ 2 * h ≠ 0 := by
    have : 4 * w0 ^ 2 * h ≠ 0 := by positivity
    exact_mod_cast this
  -- two successive steps express the position through velocity sums
  have key : ∀ n, x (n + 1) = (4 * (w0 : ℂ) ^ 2 * h)⁻¹ *
      ((-2 - (w0 : ℂ) ^ 2 * h ^ 2 / 2) * ((v (n + 1 + 1) + v (n + 1)) - (v (n + 1) + v n)) -
        (g : ℂ) * h * ((v (n + 1 + 1) + v (n + 1)) + (v (n + 1) + v n))) := by
    intro n
    obtain ⟨a0, b0⟩ := H n
    obtain ⟨a1, b1⟩ := H (n + 1)
    apply mul_left_cancel₀ hne
    rw [mul_inv_cancel_left₀ hne]
    linear_combination 2 * b0 + 2 * b1 + h * w0 ^ 2 * a0 - h * w0 ^ 2 * a1
  have hx1 : Tendsto (fun n => x (n + 1)) atTop (𝓝 0) := by
    have ht := (((hs1.sub hs).const_mul (-2 - (w0 : ℂ) ^ 2 * h ^ 2 / 2)).sub
      ((hs1.add hs).const_mul ((g : ℂ) * h))).const_mul (4 * (w0 : ℂ) ^ 2 * h)⁻¹
    simp only [sub_zero, add_zero, mul_zero] at ht
    exact ht.congr (fun n => (key n).symm)
  have hx : Tendsto x atTop (𝓝 0) := (tendsto_add_atTop_iff_nat 1).mp hx1
  refine ⟨hx, ?_⟩
  have hv := (hs.const_mul (1 / 2 : ℂ)).add (((hs.const_mul (g : ℂ)).add
    ((hx1.add hx).const_mul ((w0 : ℂ) ^ 2))).const_mul ((h : ℂ) / 4))
  simp only [add_zero, mul_zero] at hv
  refine hv.congr (fun n => ?_)
  obtain ⟨_, b0⟩ := H n
  linear_combination (1 / 2 : ℂ) * b0

/-- For `|w| h < π`, the displacement of every trapezoidal solution driven by the harmonic field,
whatever its initial data, approaches the harmonic field times the Lorentz response at the warped
frequency. -/
theorem tendsto_harmonic_solution {g w0 h w : ℝ} (hg : 0 < g) (hw0 : 0 < w0) (hh : 0 < h)
    (hw : |w| * h < Real.pi) {x v : ℕ → ℂ} (H : IsTrapezoidal g w0 h (drive w h) x v) :
    Tendsto (fun n => x n - lorentzResponse g w0 (warped w h) * drive w h n)
      atTop (𝓝 0) := by
  have K := (harmonic_solution_iff hg hw0 hh hw _ _).mpr ⟨rfl, rfl⟩
  -- the difference of two driven solutions is an undriven one
  refine (transient_decay hg hw0 hh (v := fun n => v n - -(Complex.I * warped w h) *
    lorentzResponse g w0 (warped w h) * drive w h n) ?_).1
  intro n
  obtain ⟨a, b⟩ := H n
  obtain ⟨c, d⟩ := K n
  exact ⟨by linear_combination a - c, by linear_combination b - d⟩

end

end TrapezoidalLorentz
```

```lean
#print axioms TrapezoidalLorentz.lt_warped
-- 'TrapezoidalLorentz.lt_warped' depends on axioms: [propext, Classical.choice, Quot.sound]
#print axioms TrapezoidalLorentz.nyquist_solution_iff
-- 'TrapezoidalLorentz.nyquist_solution_iff' depends on axioms: [propext, Classical.choice, Quot.sound]
#print axioms TrapezoidalLorentz.tendsto_harmonic_solution
-- 'TrapezoidalLorentz.tendsto_harmonic_solution' depends on axioms: [propext, Classical.choice, Quot.sound]
```

## The update equations and the response in Lean

The predicate `IsTrapezoidal g w0 h E x v` says that three complex sequences, indexed from n = 0, satisfy at every step

x_{n+1} − x_n = (h/2)(v_{n+1} + v_n)

v_{n+1} − v_n = (h/2)[(E_{n+1} − g v_{n+1} − w0² x_{n+1}) + (E_n − g v_n − w0² x_n)].

The parameters are real numbers. The sequences are complex because a harmonic signal is handled through its complex amplitude; real coefficients let the real part be taken at the end. For a continuous field with time factor exp(−iWt) at a real frequency W, `lorentzResponse` is

1/(w0² − W² − i g W),

whose imaginary part is positive for g > 0 and W > 0, the sign of absorption. Charge, mass and oscillator density are left out; they would multiply this function by a constant.

The main theorem, `harmonic_solution_iff`, takes g, w0, h > 0 and |w| h < π. For arbitrary complex X and V, it states that x_n = X E_n and v_n = V E_n solve the update equations if and only if

X = 1/(w0² − W² − i g W) and V = −i W X.

The equivalence gives existence and uniqueness together, with uniqueness among sequences proportional to the drive. Other initial data give other solutions, which contain a transient; `tendsto_harmonic_solution` says, under the same hypotheses g, w0, h > 0 and |w| h < π, that their displacement approaches X E_n.

For w ≠ 0, the condition |w| h < π means more than two samples per period, that is, |w| lies below the Nyquist frequency π/h, here an angular frequency. Positive g stands for energy loss, for instance by radiation or collisions, and positive w0 for a restoring force.

If a time-domain simulation of optical response advances a single classical Lorentz pole by this trapezoidal rule, with a prescribed field and a fixed step, the steady-state displacement response below the Nyquist frequency is therefore the continuous one on a distorted frequency axis, with g and w0 unchanged. The model has exact arithmetic and no feedback of the oscillator on the field.

## Why the difference quotient becomes −iW

Write z = exp(−i w h), c = cos(w h/2) and s = sin(w h/2). Then E_{n+1} = z E_n, which is `drive_succ`, and z = (c − i s)². Since 1 = (c − i s)(c + i s),

z + 1 = 2c(c − i s)

z − 1 = −2i s(c − i s).

The angle w h/2 lies strictly between −π/2 and π/2, so c > 0 and z + 1 ≠ 0. The definition of W gives W h c = 2s, hence

2(z − 1) = −i W h (z + 1).

This is `difference_symbol`. The Lean proof establishes the half-angle form of z from Euler's formula, then obtains the two factorisations by `linear_combination` from c² + s² = 1 and i² = −1.

## The amplitudes X and V

Insert the harmonic sequences and divide by E_n:

X(z − 1) = (h/2) V(z + 1)

V(z − 1) = (h/2)(z + 1)(1 − g V − w0² X).

Replacing z − 1 and cancelling the nonzero factor h(z + 1) leaves

V = −i W X

−i W V = 1 − g V − w0² X.

Substituting the first equation into the second gives

(w0² − W² − i g W) X = 1.

The bracket is never zero: its imaginary part vanishes only at W = 0, where its real part is w0² > 0. This is `denominator_ne_zero`, and it permits the division.

In the Lean proof, the forward direction needs only the step from n = 0 to n = 1, where E_0 = 1; `mul_left_cancel₀` performs the cancellation. The reverse direction multiplies the same identities by E_n and so verifies every step.

## Frequency shift and the endpoint w h = π

For w > 0 and w h < π, the inequality tan θ > θ at θ = w h/2 gives W > w, as stated in `lt_warped`. The real part of the denominator thus vanishes at w = (2/h) arctan(w0 h/2), below w0: the simulated resonance is shifted to the red.

At w h = π the sampled field alternates in sign, so z = −1 and every two-step average of a sequence proportional to it is zero. The update equations reduce to −2X = 0 and −2V = 0. Accordingly, `nyquist_solution_iff` finds only the zero solution of this form, with no sign condition on the parameters.

## Energy loss and the decay of transients

Now set E = 0 and write S_n = v_{n+1} + v_n. The energy per unit mass, summed over the real and the imaginary part of the motion, is

ε_n = (|v_n|² + w0² |x_n|²)/2.

For complex numbers, |a|² − |b|² = Re[(a + b)*(a − b)], where the star denotes complex conjugation. Inserting the update equations gives

|v_{n+1}|² − |v_n|² = −(h g/2)|S_n|² − (h w0²/2) Re[S_n*(x_{n+1} + x_n)]

w0²(|x_{n+1}|² − |x_n|²) = (h w0²/2) Re[(x_{n+1} + x_n)* S_n].

The last terms cancel in the sum, and halving gives

ε_{n+1} = ε_n − (h g/4)|S_n|².

`energy_step` does this calculation in real and imaginary parts.

With g, w0, h > 0, the energy is nonincreasing and bounded below by zero, so it converges. Its loss per step tends to zero, and therefore S_n → 0. This alone would allow v to alternate in sign without decaying, so the position has to be recovered as well. Adding two successive velocity updates and subtracting two successive position updates gives

S_{n+1} − S_n = −(h/2)[g(S_{n+1} + S_n) + w0²(x_{n+2} + 2x_{n+1} + x_n)]

x_{n+2} − 2x_{n+1} + x_n = (h/2)(S_{n+1} − S_n).

Eliminating x_{n+2} + x_n yields

4 w0² h x_{n+1} = −(2 + w0² h²/2)(S_{n+1} − S_n) − g h(S_{n+1} + S_n).

The right side tends to zero, hence so does x. This identity is `key` in the proof of `transient_decay`. Finally, the velocity update can be rearranged as

v_n = S_n/2 + (h/4)[g S_n + w0²(x_{n+1} + x_n)],

so v → 0 too. The result holds for every positive step size, but it gives no decay rate.

For the driven oscillator, subtract the harmonic solution from any other solution with the same field. The field cancels by linearity, the difference obeys the undriven equations, and `transient_decay` sends it to zero. This proves `tendsto_harmonic_solution`.

The same subtraction works for a pulse or any other field sequence: two solutions that share the field and differ only in their initial data approach each other in both position and velocity. That extension follows by the argument just given, though the Lean code states it only for the displacement under a harmonic drive.
